# In a one-dimensional shell model, translation-invariant springs make the Born charges sum to the total bare charge

Cores and shells are given two separate finite index sets, `m` for cores and `n` for shells, instead of being paired ion by ion. An ion may then have no shell or several, and the matrix that couples shells to cores may be rectangular. All charges and displacements are real numbers, since everything moves along one line.

The model is classical, finite and linear. When the bare charges add up to zero, its sum rule says that the Born charges do too. The same is expected of the Born charges that density functional perturbation theory gives for a neutral insulating crystal; here the shells stand in for the electrons that respond to a displaced nucleus.

```lean
import Mathlib

open Matrix

namespace ShellModelBornCharges

noncomputable section

variable {m n : Type*} [Fintype m] [Fintype n] [DecidableEq n]
```

## Dipole and Born charges

The cores have charges X and displacements u, the shells charges Y and displacements s. The dipole moment, measured from the undisplaced configuration, is

p = X·u + Y·s.

```lean
/-- Dipole moment of cores with charges `X` and displacements `u` and shells with
charges `Y` and displacements `s`. -/
def dipole (X : m → ℝ) (Y : n → ℝ) (u : m → ℝ) (s : n → ℝ) : ℝ :=
  X ⬝ᵥ u + Y ⬝ᵥ s
```

The cores are held at u and the shells relax until the force on each of them vanishes:

S s + T u = 0.

Here S is the shell–shell matrix and T the shell–core matrix. No electric-field term appears, so the shells relax without an applied field. The Born charges are defined by the closed formula

Z = X − Tᵀ (Sᵀ)⁻¹ Y,

and their meaning as dipole derivatives is proved below. S need not be symmetric.

```lean
/-- Born charges of the cores, `Z = X - Tᵀ (Sᵀ)⁻¹ Y`, for an invertible shell-shell
matrix `S` and a shell-core matrix `T`. -/
def bornCharge (X : m → ℝ) (Y : n → ℝ) (S : Matrix n n ℝ) (T : Matrix n m ℝ) : m → ℝ :=
  X - Tᵀ *ᵥ ((Sᵀ)⁻¹ *ᵥ Y)
```

For a concrete network, let kᵢ꜀ be the spring constant between shell i and core c, and gᵢⱼ that between shells i and j. Then

Sᵢⱼ = δᵢⱼ (Σ꜀ kᵢ꜀ + Σₗ gᵢₗ) − gᵢⱼ,  T = −k.

The diagonal entry gᵢᵢ cancels, as a spring from a shell to itself should. Coulomb forces between different ions, which shell models used in simulations also contain, are left out of this network.

```lean
/-- Shell-shell matrix of a spring network: `k i c` joins shell `i` to core `c`, and
`g i j` joins shell `i` to shell `j`. -/
def shellStiffness (k : Matrix n m ℝ) (g : Matrix n n ℝ) : Matrix n n ℝ :=
  Matrix.diagonal (fun i => (∑ c, k i c) + ∑ j, g i j) - g
```

## Relaxing the shells

If S is invertible, multiplying S s + T u = 0 by S⁻¹ gives

s = −S⁻¹ T u,

and substituting this back gives −T u + T u = 0. Invertibility is written `IsUnit S.det`. In the proof, `e` is S⁻¹S s = s, used in the first direction, and `e'` is S S⁻¹v = v, used in the second.

```lean
/-- For invertible `S`, the shells are in equilibrium exactly when their displacements are
`s = -S⁻¹ T u`. -/
theorem equilibrium_iff {S : Matrix n n ℝ} {T : Matrix n m ℝ} (hS : IsUnit S.det)
    (u : m → ℝ) (s : n → ℝ) :
    S *ᵥ s + T *ᵥ u = 0 ↔ s = -(S⁻¹ *ᵥ (T *ᵥ u)) := by
  have e : S⁻¹ *ᵥ (S *ᵥ s) = s := by
    rw [Matrix.mulVec_mulVec, Matrix.nonsing_inv_mul _ hS, Matrix.one_mulVec]
  have e' : ∀ v : n → ℝ, S *ᵥ (S⁻¹ *ᵥ v) = v := fun v => by
    rw [Matrix.mulVec_mulVec, Matrix.mul_nonsing_inv _ hS, Matrix.one_mulVec]
  constructor
  · intro h
    have h' : S⁻¹ *ᵥ (S *ᵥ s + T *ᵥ u) = 0 := by rw [h, Matrix.mulVec_zero]
    rw [Matrix.mulVec_add, e] at h'
    exact eq_neg_of_add_eq_zero_left h'
  · intro h
    rw [h, Matrix.mulVec_neg, e', neg_add_cancel]
```

Now move the transposes across the dot product, using (Sᵀ)⁻¹ = (S⁻¹)ᵀ:

Z·u = X·u − (Tᵀ (Sᵀ)⁻¹ Y)·u
= X·u − ((Sᵀ)⁻¹ Y)·(T u)
= X·u − Y·(S⁻¹ T u).

The rewriting follows these lines. It needs no hypothesis on S, because Lean assigns the zero matrix as the inverse of a singular one.

```lean
/-- The Born charges contracted with core displacements `u` give the bare core dipole minus
the shell term `⟨Y, S⁻¹ T u⟩`. -/
theorem bornCharge_dotProduct (X : m → ℝ) (Y : n → ℝ) (S : Matrix n n ℝ)
    (T : Matrix n m ℝ) (u : m → ℝ) :
    bornCharge X Y S T ⬝ᵥ u = X ⬝ᵥ u - Y ⬝ᵥ (S⁻¹ *ᵥ (T *ᵥ u)) := by
  rw [bornCharge, sub_dotProduct, ← Matrix.transpose_nonsing_inv, Matrix.mulVec_transpose,
    Matrix.mulVec_transpose, ← Matrix.dotProduct_mulVec, ← Matrix.dotProduct_mulVec]
```

The right-hand side is the dipole with s = −S⁻¹ T u inserted, so the relaxed dipole is Z·u. Conversely, suppose some coefficients Z′ also give the relaxed dipole for every u. Displace core i alone by one unit and let the shells relax: the dipole is then both Z′ᵢ and Zᵢ. The closed formula therefore gives the only possible coefficients. In Lean the unit displacement is `Pi.single i 1`, and the other coefficients carry the name `Z`.

```lean
/-- For invertible `S`, the Born charges are the only coefficients `Z` for which the dipole
with relaxed shells equals `⟨Z, u⟩` for all core displacements `u`. -/
theorem relaxed_dipole_iff (X : m → ℝ) (Y : n → ℝ) {S : Matrix n n ℝ} {T : Matrix n m ℝ}
    (hS : IsUnit S.det) (Z : m → ℝ) :
    (∀ u s, S *ᵥ s + T *ᵥ u = 0 → dipole X Y u s = Z ⬝ᵥ u) ↔ Z = bornCharge X Y S T := by
  classical
  constructor
  · intro h
    ext i
    -- displace core `i` alone and let the shells relax
    have hi := h (Pi.single i 1) _ ((equilibrium_iff hS _ _).mpr rfl)
    rw [dipole, dotProduct_neg, ← sub_eq_add_neg, ← bornCharge_dotProduct] at hi
    simpa using hi.symm
  · intro h u s hs
    rw [h, (equilibrium_iff hS u s).mp hs, dipole, dotProduct_neg, ← sub_eq_add_neg,
      bornCharge_dotProduct]
```

## Translating all cores together

Write 1 for the all-ones vector and let

d = S 1 + T 1.

This is the residual left in the equilibrium condition when cores and shells all move by one unit; translation invariance here means d = 0, a condition on the forces on the shells only. Setting u = 1 turns Z·u into the sum of the Born charges. With T 1 = d − S 1,

Σᵢ Zᵢ = X·1 − Y·(S⁻¹(d − S 1))
= X·1 − Y·(S⁻¹ d) + Y·1
= Σᵢ Xᵢ + Σⱼ Yⱼ − Y·(S⁻¹ d).

In the proof, `hz` writes the sum as a dot product with 1, `hT` solves for T 1, and `e` is S⁻¹S 1 = 1.

```lean
/-- Sum rule: if `S` is invertible and `S1 + T1 = d`, the Born charges add up to the total
bare charge minus `⟨Y, S⁻¹ d⟩`. -/
theorem sum_bornCharge (X : m → ℝ) (Y : n → ℝ) {S : Matrix n n ℝ} {T : Matrix n m ℝ}
    {d : n → ℝ} (hS : IsUnit S.det) (hd : S *ᵥ 1 + T *ᵥ 1 = d) :
    ∑ i, bornCharge X Y S T i = ∑ i, X i + ∑ j, Y j - Y ⬝ᵥ (S⁻¹ *ᵥ d) := by
  have hz : ∑ i, bornCharge X Y S T i = bornCharge X Y S T ⬝ᵥ 1 :=
    (dotProduct_one _).symm
  have hT : T *ᵥ 1 = d - S *ᵥ 1 := by rw [← hd, add_sub_cancel_left]
  have e : S⁻¹ *ᵥ (S *ᵥ 1) = 1 := by
    rw [Matrix.mulVec_mulVec, Matrix.nonsing_inv_mul _ hS, Matrix.one_mulVec]
  -- a rigid translation of the cores probes the sum of the Born charges
  rw [hz, bornCharge_dotProduct, hT, Matrix.mulVec_sub, e, dotProduct_sub,
    dotProduct_one, dotProduct_one]
  ring
```

For d = 0 the sum is the total bare charge, so it vanishes only if the bare charges themselves add up to zero.

A shell pinned to the laboratory shows what fails without translation invariance. Take one core with X = 1 and one shell with Y = −1, joined by a spring of constant 1, and tie the shell to a fixed wall by another spring of constant 1. Then S = 2, T = −1 and d = 1. The bare charges cancel, but

Z = 1 − (−1)(1/2)(−1) = 1/2.

There is also a general converse. Suppose that every choice of bare charges with zero total gives Born charges with zero sum. Choose Y = w = S⁻¹ d and put the compensating charge −Σⱼ wⱼ on a single core. The sum rule becomes

0 = 0 − w·w,

so w = 0 and d = S w = 0. The compensating charge needs a core to sit on, hence `[Nonempty m]`: with no cores the Born charges sum to zero trivially, even for a single shell with S = 1, where d = 1. In the proof, `key` is the sum rule for this choice and `w0` is w = 0.

```lean
/-- With at least one core and invertible `S`, the Born charges sum to zero for every choice
of bare charges of zero total if and only if `S1 + T1 = 0`. -/
theorem neutrality_iff_translation_invariant [Nonempty m] {S : Matrix n n ℝ}
    {T : Matrix n m ℝ} (hS : IsUnit S.det) :
    (∀ (X : m → ℝ) (Y : n → ℝ), ∑ i, X i + ∑ j, Y j = 0 →
      ∑ i, bornCharge X Y S T i = 0) ↔ S *ᵥ 1 + T *ᵥ 1 = 0 := by
  classical
  constructor
  · intro h
    obtain ⟨c⟩ := ‹Nonempty m›
    -- shell charges `S⁻¹ d`, compensated on a single core
    obtain ⟨w, hw⟩ : ∃ w : n → ℝ, w = S⁻¹ *ᵥ (S *ᵥ 1 + T *ᵥ 1) := ⟨_, rfl⟩
    obtain ⟨X, hX⟩ : ∃ X : m → ℝ, ∑ i, X i + ∑ j, w j = 0 :=
      ⟨fun i => if i = c then -∑ j, w j else 0, by simp⟩
    have key := sum_bornCharge X w hS (rfl : S *ᵥ 1 + T *ᵥ 1 = _)
    rw [h X w hX, hX, ← hw] at key
    have w0 : w = 0 := dotProduct_self_eq_zero.mp (by linarith)
    have e : S *ᵥ (S⁻¹ *ᵥ (S *ᵥ 1 + T *ᵥ 1)) = S *ᵥ 1 + T *ᵥ 1 := by
      rw [Matrix.mulVec_mulVec, Matrix.mul_nonsing_inv _ hS, Matrix.one_mulVec]
    rw [← e, ← hw, w0, Matrix.mulVec_zero]
  · intro h X Y hXY
    rw [sum_bornCharge X Y hS h, hXY, Matrix.mulVec_zero, dotProduct_zero, sub_zero]
```

## Springs between cores and shells

For the network defined above, i and j label shells and c labels cores. Collecting terms gives

(S s + T u)ᵢ = Σ꜀ kᵢ꜀ (sᵢ − u꜀) + Σⱼ gᵢⱼ (sᵢ − sⱼ).

This is minus the total spring force on shell i, so the equilibrium condition is force balance. Physical springs have gᵢⱼ = gⱼᵢ, though the proofs do not use it. Lean expands both matrix products into sums and leaves the regrouping to `ring`.

```lean
/-- In a spring network with `T = -k`, the `i`-th entry of `Ss + Tu` is the sum of spring
constants times the displacements of shell `i` relative to the cores and other shells. -/
theorem spring_force (k : Matrix n m ℝ) (g : Matrix n n ℝ) (u : m → ℝ) (s : n → ℝ) (i : n) :
    (shellStiffness k g *ᵥ s + (-k) *ᵥ u) i =
      ∑ c, k i c * (s i - u c) + ∑ j, g i j * (s i - s j) := by
  have h1 : (g *ᵥ s) i = ∑ j, g i j * s j := rfl
  have h2 : (k *ᵥ u) i = ∑ c, k i c * u c := rfl
  simp only [shellStiffness, Matrix.sub_mulVec, Matrix.neg_mulVec, Pi.add_apply,
    Pi.sub_apply, Pi.neg_apply, Matrix.mulVec_diagonal, h1, h2, mul_sub,
    Finset.sum_sub_distrib, ← Finset.sum_mul]
  ring
```

Invertibility can now be derived. Assume gᵢⱼ ≥ 0 and Σ꜀ kᵢ꜀ > 0 for every shell i: no shell–shell spring has a negative constant, and the springs from each shell to the cores have a positive total constant. Then

Sᵢᵢ − Σ_{j≠i} |Sᵢⱼ| = Σ꜀ kᵢ꜀ > 0,

so S is strictly diagonally dominant and its determinant is nonzero. The steps `off` and `diag` compute the off-diagonal sum and the diagonal entry.

```lean
/-- If shell-shell springs are non-negative and the core springs of each shell have a
positive total, the shell-shell matrix is invertible. -/
theorem shellStiffness_isUnit {k : Matrix n m ℝ} {g : Matrix n n ℝ}
    (hk : ∀ i, 0 < ∑ c, k i c) (hg : ∀ i j, 0 ≤ g i j) :
    IsUnit (shellStiffness k g).det := by
  -- the core springs make the matrix strictly diagonally dominant
  refine isUnit_iff_ne_zero.mpr (det_ne_zero_of_sum_row_lt_diag fun i => ?_)
  have off : ∑ j ∈ Finset.univ.erase i, ‖shellStiffness k g i j‖ =
      ∑ j ∈ Finset.univ.erase i, g i j := Finset.sum_congr rfl fun j hj => by
    rw [shellStiffness, Matrix.sub_apply,
      Matrix.diagonal_apply_ne _ (Finset.ne_of_mem_erase hj).symm, zero_sub, norm_neg,
      Real.norm_of_nonneg (hg i j)]
  have split : g i i + ∑ j ∈ Finset.univ.erase i, g i j = ∑ j, g i j :=
    Finset.add_sum_erase Finset.univ (fun j => g i j) (Finset.mem_univ i)
  have diag : shellStiffness k g i i =
      ∑ c, k i c + ∑ j ∈ Finset.univ.erase i, g i j := by
    rw [shellStiffness, Matrix.sub_apply, Matrix.diagonal_apply_eq, ← split]
    ring
  have pos : 0 ≤ ∑ j ∈ Finset.univ.erase i, g i j := Finset.sum_nonneg fun j _ => hg i j
  rw [off, diag, Real.norm_of_nonneg (by linarith [hk i])]
  linarith [hk i]
```

A rigid translation, u = 1 and s = 1, makes every difference in the force formula zero. Hence d = 0 (`h0` in the proof), and the general sum rule gives

Σ꜀ Z꜀ = Σ꜀ X꜀ + Σⱼ Yⱼ.

Neither invertibility nor translation invariance is assumed here; both follow from the springs.

```lean
/-- In a network with non-negative shell-shell springs and a positive total core spring on
each shell, the Born charges add up to the total bare charge. -/
theorem spring_network_sum_rule (X : m → ℝ) (Y : n → ℝ) {k : Matrix n m ℝ}
    {g : Matrix n n ℝ} (hk : ∀ i, 0 < ∑ c, k i c) (hg : ∀ i j, 0 ≤ g i j) :
    ∑ i, bornCharge X Y (shellStiffness k g) (-k) i = ∑ i, X i + ∑ j, Y j := by
  -- a rigid translation stretches no spring
  have h0 : shellStiffness k g *ᵥ 1 + (-k) *ᵥ 1 = 0 := by
    funext i
    rw [spring_force]
    simp
  rw [sum_bornCharge X Y (shellStiffness_isUnit hk hg) h0, Matrix.mulVec_zero,
    dotProduct_zero, sub_zero]

end

end ShellModelBornCharges
```

```lean
#print axioms ShellModelBornCharges.relaxed_dipole_iff
#print axioms ShellModelBornCharges.sum_bornCharge
#print axioms ShellModelBornCharges.neutrality_iff_translation_invariant
#print axioms ShellModelBornCharges.spring_network_sum_rule
```

```
'ShellModelBornCharges.relaxed_dipole_iff' depends on axioms: [propext, Classical.choice, Quot.sound]
'ShellModelBornCharges.sum_bornCharge' depends on axioms: [propext, Classical.choice, Quot.sound]
'ShellModelBornCharges.neutrality_iff_translation_invariant' depends on axioms: [propext, Classical.choice, Quot.sound]
'ShellModelBornCharges.spring_network_sum_rule' depends on axioms: [propext, Classical.choice, Quot.sound]
```
